# Multiplying each vector of an orthonormal basis by its own phase gives another orthonormal basis

In a finite-dimensional complex inner product space, take an orthonormal basis `b` and, for each index `i`, a complex number `c i` of modulus one. The lemma says that there is an orthonormal basis `b'` with `b' i = c i • b i` for every `i`, so the phases of the basis states may be changed independently of one another. The attempt first shows that the rephased vectors are orthonormal, by taking the scalars out of the norms and inner products. It then applies a Mathlib theorem that, when the number of indices equals the dimension, gives an orthonormal basis agreeing with a family on a set `s` where that family is orthonormal; here `s` is the set of all indices.

Lean 4 with Mathlib refuses this proof:

```lean
import Mathlib

open ComplexConjugate
open scoped InnerProductSpace

namespace AntiunitaryTrace

noncomputable section

variable {E : Type*} [NormedAddCommGroup E] [InnerProductSpace ℂ E]
variable {ι : Type*} [Fintype ι]

/-- The vectors of an orthonormal basis may be multiplied by arbitrary phases, and the result
is again an orthonormal basis. -/
theorem exists_rephased [FiniteDimensional ℂ E] (b : OrthonormalBasis ι ℂ E) (c : ι → ℂ)
    (hc : ∀ i, ‖c i‖ = 1) : ∃ b' : OrthonormalBasis ι ℂ E, ∀ i, b' i = c i • b i := by
  have ho : Orthonormal ℂ (fun i => c i • b i) := by
    refine ⟨fun i => ?_, fun i j hij => ?_⟩
    · show ‖c i • b i‖ = 1
      rw [norm_smul, hc, b.orthonormal.1 i, mul_one]
    · have h : ⟪b i, b j⟫_ℂ = 0 := b.orthonormal.2 hij
      show ⟪c i • b i, c j • b j⟫_ℂ = 0
      rw [inner_smul_left, inner_smul_right, h, mul_zero, mul_zero]
  obtain ⟨b', hb'⟩ := Orthonormal.exists_orthonormalBasis_extension_of_card_eq (𝕜 := ℂ)
    (Module.finrank_eq_card_basis b.toBasis) (v := fun i => c i • b i) (s := Set.univ)
    (ho.comp (Subtype.val : (Set.univ : Set ι) → ι) Subtype.val_injective)
  exact ⟨b', fun i => hb' i (Set.mem_univ i)⟩

end

end AntiunitaryTrace
```

Messages:

```
Main.lean:26:29: error: invalid binder name `Set.univ`, it must be atomic
Main.lean:26:4: error: Application type mismatch: The argument
  Orthonormal.comp ho ?m.194 ?m.197
has type
  Orthonormal ℂ ((fun i => c i • b i) ∘ ?m.194)
but is expected to have type
  Orthonormal ℂ (Set.univ.domRestrict fun i => c i • b i)
in the application
  Orthonormal.exists_orthonormalBasis_extension_of_card_eq (Module.finrank_eq_card_basis b.toBasis)
    (Orthonormal.comp ho ?m.194 ?m.197)
Main.lean:26:52: error: Application type mismatch: The argument
  Subtype.val_injective
has type
  Function.Injective Subtype.val
but is expected to have type
  Function.Injective ?m.194
in the application
  Orthonormal.comp ho ?m.194 Subtype.val_injective
```

Cause. The first message is about syntax. In `(Subtype.val : (Set.univ : Set ι) → ι)`, the type annotation was meant to describe a function from the set `Set.univ` to `ι`. But Lean reads `(x : A) → B` as a dependent function type with a bound variable `x`, so it took `Set.univ` for the variable's name, and such a name can't contain a dot.

The other two messages follow from this. With its argument rejected, `ho.comp` was left with an unknown function, `?m.194`. Lean could then match neither the composed family with the restricted family that the theorem expects, nor `Subtype.val_injective` with the injectivity required of the unknown function.

The repair writes the inclusion as `fun i : ↥(Set.univ : Set ι) => i.1`. Here `i` is the bound variable, and `↥` marks the set as a type, so the parentheses are no longer read as a binder. The function is still `Subtype.val`, written out, so `Subtype.val_injective` applies to it, and the composition is by definition the restricted family.

The repair, with which the file compiles:

```diff
@@ -24,5 +24,5 @@
   obtain ⟨b', hb'⟩ := Orthonormal.exists_orthonormalBasis_extension_of_card_eq (𝕜 := ℂ)
     (Module.finrank_eq_card_basis b.toBasis) (v := fun i => c i • b i) (s := Set.univ)
-    (ho.comp (Subtype.val : (Set.univ : Set ι) → ι) Subtype.val_injective)
+    (ho.comp (fun i : ↥(Set.univ : Set ι) => i.1) Subtype.val_injective)
   exact ⟨b', fun i => hb' i (Set.mem_univ i)⟩
 
```
